# The level-shift function of a rectangular band: logarithmic form, sign, monotonicity and edge divergence

For a band of energies \([a,b]\) with \(a<b\) and an energy \(e\neq a,b\), the integral of \(1/(e-t)\) over the band energies \(t\), taken as a principal value \(\mathrm{P}\) when \(e\) lies inside, is
\[ L(e)=\mathrm{P}\!\int_a^b\frac{dt}{e-t}=\ln\frac{|e-a|}{|e-b|}. \]
It is negative exactly below the band centre, strictly increases inside the band, strictly decreases above it, and tends to \(+\infty\) at the upper edge.

## Physical setting

An adsorbate orbital of energy \(\varepsilon\) couples with equal strength to all states of a metal band of centre \(c=(a+b)/2\) and width \(W=b-a\), whose normalised density of states is \(1/W\) on the band and zero elsewhere. In the non-interacting, single-orbital Newns–Anderson description of adsorbate–d-band coupling, the real part of the adsorbate self-energy for this band is \(gL(e)\) with \(g=V^2/W\), where \(V^2\) is the sum of the squared magnitudes of the orbital's matrix elements with all the band states. A state split off above the band lies at a solution of \(e-\varepsilon=gL(e)\). The function \(L\) is dimensionless and \(g\) is an energy.

## Statement

`rectangular_band` takes \(W>0\), puts \(a=c-W/2\) and \(b=c+W/2\), and lets \(L\) be any real function whose value at each \(e\neq a,b\) is the principal value above. Then, off the edges, \(L(e)\) has the logarithmic form and \(L(e)<0\) if and only if \(e<c\). Further, \(L\) strictly increases on \((a,b)\), strictly decreases on \((b,\infty)\), and tends to \(+\infty\) as \(e\to c+W/2\) from either side. `hasPV_shift` shows that the principal value exists and that the logarithm is such a function. `shift_monotonicity` adds that the logarithm strictly decreases below \(a\). `unique_root_above_band` states that for \(g>0\) and any \(\varepsilon\) the equation \(e-\varepsilon=g\ln(|e-a|/|e-b|)\) has exactly one solution with \(e>b\).

## Derivation

For \(t\neq e\), the derivative of \(-\ln|e-t|\) with respect to \(t\) is \(1/(e-t)\). On an interval \([p,q]\) that does not contain \(e\) the integrand is continuous, and
\[ \int_p^q\frac{dt}{e-t}=\ln|e-p|-\ln|e-q|. \]
With \(p=a\), \(q=b\) this is the formula for \(e\) outside the band. For \(a<e<b\), remove the energies closer to \(e\) than a cut \(\delta\) with \(0<\delta\le\min(|e-a|,|e-b|)\). Two intervals remain, and
\[ \int_a^{e-\delta}\frac{dt}{e-t}+\int_{e+\delta}^b\frac{dt}{e-t}=\ln\frac{|e-a|}{\delta}+\ln\frac{\delta}{|e-b|}=\ln\frac{|e-a|}{|e-b|}. \]
The sum does not depend on \(\delta\), so its limit as \(\delta\to0^+\) is the same number. For \(e\) outside the band such a cut removes nothing.

An easy mistake is to cut asymmetrically. Removing \((e-\delta,e+k\delta)\) with a constant \(k>0\) turns the second term into \(\ln(k\delta/|e-b|)\), so the limit is off by \(\ln k\); this variant is an aside that the Lean file does not treat. The symmetric cut is part of the definition of the principal value.

For the sign, \(L(e)<0\) means \(|e-a|<|e-b|\), that is \((e-a)^2<(e-b)^2\). Since
\[ (e-a)^2-(e-b)^2=(b-a)(2e-a-b), \]
this holds exactly when \(e<(a+b)/2\).

For monotonicity take \(x<y\) in the same region and compare the arguments of the logarithm by cross-multiplying with their positive denominators. Inside the band,
\[ (y-a)(b-x)-(x-a)(b-y)=(b-a)(y-x)>0, \]
so \((x-a)/(b-x)<(y-a)/(b-y)\) and \(L(x)<L(y)\). Above the band,
\[ (x-a)(y-b)-(y-a)(x-b)=(b-a)(y-x)>0, \]
so \((y-a)/(y-b)<(x-a)/(x-b)\) and \(L(y)<L(x)\). Below the band \((a-x)(b-y)-(a-y)(b-x)\) is the same positive product, and again \(L(y)<L(x)\).

As \(e\to b\) with \(e\neq b\), the numerator \(|e-a|\) tends to \(b-a>0\) and \(|e-b|\) tends to zero through positive values. The ratio tends to \(+\infty\), and so does its logarithm.

For the root, let \(F(e)=e-\varepsilon-gL(e)\), continuous on \((b,\infty)\). By the divergence there is an \(x\in(b,b+1)\), in any fixed energy unit, with \(gL(x)>b+1-\varepsilon\). Put \(y=\varepsilon+gL(x)\). Then \(y>b+1>x\), so \(F(x)=x-y<0\), while \(F(y)=g\,(L(x)-L(y))>0\) because \(L\) decreases. The intermediate value theorem gives a zero in \([x,y]\). If \(z<e\) were two roots above \(b\), then \(z-\varepsilon<e-\varepsilon\) but \(gL(z)>gL(e)\), which is impossible.

## What the formal version assumes

All energies are real numbers. `excisedBand a b e δ` is the set of \(t\in[a,b]\) with \(|e-t|\ge\delta\), which fixes the symmetric cut. `HasPV a b e L` says two things: the kernel is Lebesgue integrable on that set for all sufficiently small \(\delta>0\), and the integral tends to the number `L` as \(\delta\to0^+\), the filter `𝓝[>] 0`. One definition serves for \(e\) inside and outside the band. The integrability clause is there because Mathlib assigns the value 0 to the integral of a non-integrable function; with the clause, the limit is taken over true integrals. `shift a b e` is the closed form \(\ln(|e-a|/|e-b|)\), without the factor \(V^2/W\).

In `rectangular_band` the hypothesis `hL` ties \(L\) to the principal value off the edges and leaves its two edge values free. The filter `𝓝[≠] (c + W / 2)` is the two-sided approach to the upper edge with the edge itself omitted. The root theorem is written for `shift` with edges \(a<b\), and \(g\) and \(\varepsilon\) are free parameters in it.

The flat density of states with sharp edges is an idealisation built into the integral, through its constant weight and its limits. The Hamiltonian, the self-energy and the identification \(g=V^2/W\) do not appear in the file, so the physical reading of the root as a split-off state is assumed. The d-band model relates adsorption energies to the position of the band; the theorems concern the shift function and one root, and contain no band filling and no adsorption energy. They are also silent on the limit at the lower edge and on roots inside or below the band.

```lean
import Mathlib

open Set Filter Topology MeasureTheory

namespace RectangularBand

noncomputable section

/-- The energies `t` of the band `[a, b]` at distance at least `δ` from the energy `e`. -/
def excisedBand (a b e δ : ℝ) : Set ℝ := {t | a ≤ t ∧ t ≤ b ∧ δ ≤ |e - t|}

/-- `L` is the principal value of the integral of `1 / (e - t)` over the band: the kernel is
integrable on the excised band for small `δ > 0`, and its integral tends to `L` as `δ → 0⁺`. -/
def HasPV (a b e L : ℝ) : Prop :=
  (∀ᶠ δ in 𝓝[>] (0 : ℝ), IntegrableOn (fun t => 1 / (e - t)) (excisedBand a b e δ)) ∧
    Tendsto (fun δ => ∫ t in excisedBand a b e δ, 1 / (e - t)) (𝓝[>] 0) (𝓝 L)

/-- The logarithmic shift function `ln (|e - a| / |e - b|)` of the band `[a, b]`. -/
def shift (a b e : ℝ) : ℝ := Real.log (|e - a| / |e - b|)

/-- For an energy outside the band the kernel `1 / (e - t)` is integrable over the band and its
integral is the shift function. -/
theorem integral_outside {a b e : ℝ} (hab : a ≤ b) (he : e ∉ Icc a b) :
    IntegrableOn (fun t => 1 / (e - t)) (Icc a b) ∧
      ∫ t in Icc a b, 1 / (e - t) = shift a b e := by
  have hne : ∀ t ∈ Icc a b, e - t ≠ 0 := by
    intro t ht h
    have het : e = t := sub_eq_zero.mp h
    exact he (by rw [het]; exact ht)
  have hc : ContinuousOn (fun t => 1 / (e - t)) (Icc a b) :=
    ContinuousOn.div (f := fun _ => (1 : ℝ)) (g := fun t => e - t) continuousOn_const
      (by fun_prop) hne
  -- the antiderivative is `-ln |e - t|`
  have hd : ∀ t ∈ uIcc a b, HasDerivAt (fun t => -Real.log (e - t)) (1 / (e - t)) t := by
    intro t ht
    rw [uIcc_of_le hab] at ht
    have h1 : HasDerivAt (fun t => e - t) (-1) t := (hasDerivAt_id' t).const_sub e
    exact (h1.log (hne t ht)).fun_neg.congr_deriv (by ring)
  refine ⟨hc.integrableOn_Icc, ?_⟩
  rw [integral_Icc_eq_integral_Ioc, ← intervalIntegral.integral_of_le hab,
    intervalIntegral.integral_eq_sub_of_hasDerivAt hd (hc.intervalIntegrable_of_Icc hab), shift,
    Real.log_div (abs_ne_zero.2 (hne a ⟨le_rfl, hab⟩)) (abs_ne_zero.2 (hne b ⟨hab, le_rfl⟩)),
    Real.log_abs, Real.log_abs]
  ring

/-- If the cut `δ > 0` does not exceed the distance from `e` to either edge, the kernel is
integrable on the excised band and its integral is exactly the shift function. -/
theorem integral_excised {a b e δ : ℝ} (hab : a < b) (hδ : 0 < δ) (ha : δ ≤ |e - a|)
    (hb : δ ≤ |e - b|) :
    IntegrableOn (fun t => 1 / (e - t)) (excisedBand a b e δ) ∧
      ∫ t in excisedBand a b e δ, 1 / (e - t) = shift a b e := by
  have ha0 : |e - a| ≠ 0 := (hδ.trans_le ha).ne'
  have hb0 : |e - b| ≠ 0 := (hδ.trans_le hb).ne'
  by_cases he : e ∈ Icc a b
  · -- inside: two intervals, whose `ln δ` terms cancel
    have ha' : δ ≤ e - a := by rwa [abs_of_nonneg (sub_nonneg.2 he.1)] at ha
    have hb' : δ ≤ -(e - b) := by rwa [abs_of_nonpos (sub_nonpos.2 he.2)] at hb
    have hs : excisedBand a b e δ = Icc a (e - δ) ∪ Icc (e + δ) b := by
      ext t
      simp only [excisedBand, Set.mem_ofPred_eq, mem_union, mem_Icc, le_abs]
      constructor
      · rintro ⟨h1, h2, h3 | h3⟩
        · exact Or.inl ⟨h1, by linarith⟩
        · exact Or.inr ⟨by linarith, h2⟩
      · rintro (⟨h1, h2⟩ | ⟨h1, h2⟩)
        · exact ⟨h1, by linarith, Or.inl (by linarith)⟩
        · exact ⟨by linarith, h2, Or.inr (by linarith)⟩
    obtain ⟨i1, e1⟩ := integral_outside (a := a) (b := e - δ) (e := e) (by linarith)
      (fun h => by linarith [h.2])
    obtain ⟨i2, e2⟩ := integral_outside (a := e + δ) (b := b) (e := e) (by linarith)
      (fun h => by linarith [h.1])
    have hdis : Disjoint (Icc a (e - δ)) (Icc (e + δ) b) :=
      Set.disjoint_left.2 fun t h1 h2 => by linarith [h1.2, h2.1]
    have h1 : |e - (e - δ)| = δ := by rw [sub_sub_cancel, abs_of_pos hδ]
    have h2 : |e - (e + δ)| = δ := by
      rw [show e - (e + δ) = -δ by ring, abs_neg, abs_of_pos hδ]
    rw [hs]
    refine ⟨i1.union i2, ?_⟩
    rw [setIntegral_union hdis measurableSet_Icc i1 i2, e1, e2]
    unfold shift
    rw [h1, h2, Real.log_div ha0 hδ.ne', Real.log_div hδ.ne' hb0, Real.log_div ha0 hb0]
    ring
  · -- outside: nothing is removed
    have hs : excisedBand a b e δ = Icc a b := by
      ext t
      simp only [excisedBand, Set.mem_ofPred_eq, mem_Icc]
      refine ⟨fun h => ⟨h.1, h.2.1⟩, fun h => ⟨h.1, h.2, ?_⟩⟩
      rcases lt_or_ge e a with h1 | h1
      · rw [abs_of_neg (sub_neg.2 h1)] at ha
        exact le_abs.2 (Or.inr (by linarith [h.1]))
      · have h2 : b < e := lt_of_not_ge fun h2 => he ⟨h1, h2⟩
        rw [abs_of_pos (sub_pos.2 h2)] at hb
        exact le_abs.2 (Or.inl (by linarith [h.2]))
    rw [hs]
    exact integral_outside hab.le he

/-- Off the band edges the principal value exists and equals the shift function. -/
theorem hasPV_shift {a b e : ℝ} (hab : a < b) (ha : e ≠ a) (hb : e ≠ b) :
    HasPV a b e (shift a b e) := by
  have hm : 0 < min |e - a| |e - b| :=
    lt_min (abs_pos.2 (sub_ne_zero.2 ha)) (abs_pos.2 (sub_ne_zero.2 hb))
  have hev : ∀ᶠ δ in 𝓝[>] (0 : ℝ),
      IntegrableOn (fun t => 1 / (e - t)) (excisedBand a b e δ) ∧
        ∫ t in excisedBand a b e δ, 1 / (e - t) = shift a b e := by
    filter_upwards [Ioo_mem_nhdsGT hm] with δ h
    exact integral_excised hab h.1 (h.2.le.trans (min_le_left _ _))
      (h.2.le.trans (min_le_right _ _))
  exact ⟨hev.mono fun δ h => h.1, tendsto_const_nhds.congr' (hev.mono fun δ h => h.2.symm)⟩

/-- Off the edges, the shift function is negative exactly below the band centre. -/
theorem shift_neg_iff {a b e : ℝ} (hab : a < b) (ha : e ≠ a) (hb : e ≠ b) :
    shift a b e < 0 ↔ e < (a + b) / 2 := by
  have h1 : 0 < |e - a| := abs_pos.2 (sub_ne_zero.2 ha)
  have h2 : 0 < |e - b| := abs_pos.2 (sub_ne_zero.2 hb)
  rw [shift, Real.log_neg_iff (div_pos h1 h2), div_lt_one h2, ← sq_lt_sq]
  -- `(e - a)² - (e - b)² = (b - a)(2e - a - b)`
  constructor
  · intro h
    by_contra hc
    have h3 : 0 ≤ 2 * e - a - b := by linarith [not_lt.1 hc]
    nlinarith [mul_nonneg (sub_pos.2 hab).le h3]
  · intro h
    have h3 : 0 < a + b - 2 * e := by linarith
    nlinarith [mul_pos (sub_pos.2 hab) h3]

/-- The shift function strictly decreases below the band, strictly increases inside it, and
strictly decreases above it. -/
theorem shift_monotonicity {a b : ℝ} (hab : a < b) :
    StrictAntiOn (shift a b) (Iio a) ∧ StrictMonoOn (shift a b) (Ioo a b) ∧
      StrictAntiOn (shift a b) (Ioi b) := by
  refine ⟨fun x hx y hy hxy => ?_, fun x hx y hy hxy => ?_, fun x hx y hy hxy => ?_⟩
  · have hx' : x < a := hx
    have hy' : y < a := hy
    unfold shift
    rw [abs_of_neg (by linarith : x - a < 0), abs_of_neg (by linarith : x - b < 0),
      abs_of_neg (by linarith : y - a < 0), abs_of_neg (by linarith : y - b < 0)]
    apply Real.log_lt_log (div_pos (by linarith) (by linarith))
    rw [div_lt_div_iff₀ (by linarith) (by linarith)]
    nlinarith [mul_pos (sub_pos.2 hab) (sub_pos.2 hxy)]
  · obtain ⟨hx1, hx2⟩ := hx
    obtain ⟨hy1, hy2⟩ := hy
    unfold shift
    rw [abs_of_pos (by linarith : 0 < x - a), abs_of_neg (by linarith : x - b < 0),
      abs_of_pos (by linarith : 0 < y - a), abs_of_neg (by linarith : y - b < 0)]
    apply Real.log_lt_log (div_pos (by linarith) (by linarith))
    rw [div_lt_div_iff₀ (by linarith) (by linarith)]
    nlinarith [mul_pos (sub_pos.2 hab) (sub_pos.2 hxy)]
  · have hx' : b < x := hx
    have hy' : b < y := hy
    unfold shift
    rw [abs_of_pos (by linarith : 0 < x - a), abs_of_pos (by linarith : 0 < x - b),
      abs_of_pos (by linarith : 0 < y - a), abs_of_pos (by linarith : 0 < y - b)]
    apply Real.log_lt_log (div_pos (by linarith) (by linarith))
    rw [div_lt_div_iff₀ (by linarith) (by linarith)]
    nlinarith [mul_pos (sub_pos.2 hab) (sub_pos.2 hxy)]

/-- The shift function tends to `+∞` at the upper band edge, from both sides. -/
theorem shift_tendsto_upper_edge {a b : ℝ} (hab : a < b) :
    Tendsto (shift a b) (𝓝[≠] b) atTop := by
  have h1 : Tendsto (fun e : ℝ => |e - a|) (𝓝[≠] b) (𝓝 |b - a|) :=
    ((by fun_prop : Continuous fun e : ℝ => |e - a|).tendsto b).mono_left nhdsWithin_le_nhds
  have h2 : Tendsto (fun e : ℝ => |e - b|) (𝓝[≠] b) (𝓝[>] 0) := by
    refine tendsto_nhdsWithin_iff.2 ⟨?_, ?_⟩
    · exact ((by fun_prop : Continuous fun e : ℝ => |e - b|).tendsto' b 0
        (by simp)).mono_left nhdsWithin_le_nhds
    · filter_upwards [self_mem_nhdsWithin] with e he
      exact abs_pos.2 (sub_ne_zero.2 he)
  have h3 := Filter.Tendsto.pos_mul_atTop (abs_pos.2 (sub_pos.2 hab).ne') h1
    (tendsto_inv_nhdsGT_zero.comp h2)
  refine (Real.tendsto_log_atTop.comp h3).congr fun e => ?_
  simp only [Function.comp_apply, shift, div_eq_mul_inv]

/-- Band of centre `c` and width `W > 0`: a function `L` giving the principal value off the edges
has, at points off the edges, the logarithmic form and is negative there exactly below `c`;
it strictly increases inside the band,
strictly decreases above it, and tends to `+∞` at `c + W / 2`. -/
theorem rectangular_band {c W : ℝ} (hW : 0 < W) (L : ℝ → ℝ)
    (hL : ∀ e, e ≠ c - W / 2 → e ≠ c + W / 2 → HasPV (c - W / 2) (c + W / 2) e (L e)) :
    (∀ e, e ≠ c - W / 2 → e ≠ c + W / 2 →
        L e = Real.log (|e - (c - W / 2)| / |e - (c + W / 2)|) ∧ (L e < 0 ↔ e < c)) ∧
      StrictMonoOn L (Ioo (c - W / 2) (c + W / 2)) ∧ StrictAntiOn L (Ioi (c + W / 2)) ∧
      Tendsto L (𝓝[≠] (c + W / 2)) atTop := by
  have hab : c - W / 2 < c + W / 2 := by linarith
  -- the principal value is unique
  have key : ∀ e, e ≠ c - W / 2 → e ≠ c + W / 2 → L e = shift (c - W / 2) (c + W / 2) e :=
    fun e h1 h2 => tendsto_nhds_unique (hL e h1 h2).2 (hasPV_shift hab h1 h2).2
  refine ⟨fun e h1 h2 => ⟨key e h1 h2, ?_⟩, fun x hx y hy hxy => ?_,
    fun x hx y hy hxy => ?_, ?_⟩
  · rw [key e h1 h2, shift_neg_iff hab h1 h2]
    constructor <;> intro h <;> linarith
  · rw [key x hx.1.ne' hx.2.ne, key y hy.1.ne' hy.2.ne]
    exact (shift_monotonicity hab).2.1 hx hy hxy
  · rw [key x (hab.trans hx).ne' (ne_of_gt hx), key y (hab.trans hy).ne' (ne_of_gt hy)]
    exact (shift_monotonicity hab).2.2 hx hy hxy
  · refine (shift_tendsto_upper_edge hab).congr' ?_
    filter_upwards [self_mem_nhdsWithin, nhdsWithin_le_nhds (lt_mem_nhds hab)] with e h1 h2
    exact (key e (ne_of_gt h2) h1).symm

/-- For `a < b`, `g > 0` and any real `ε`, the equation `e - ε = g * shift a b e` has exactly
one solution above the band. -/
theorem unique_root_above_band {a b g : ℝ} (hab : a < b) (hg : 0 < g) (ε : ℝ) :
    ∃! e, b < e ∧ e - ε = g * shift a b e := by
  have hanti := (shift_monotonicity hab).2.2
  -- near the edge the right-hand side dominates
  obtain ⟨x, hx, hxb⟩ : ∃ x, (b + 1 - ε) / g < shift a b x ∧ x ∈ Ioo b (b + 1) :=
    ((((shift_tendsto_upper_edge hab).mono_left (nhdsWithin_mono b
      (fun e (he : e ∈ Ioi b) => (ne_of_gt he : e ≠ b)))).eventually_gt_atTop _).and
      (Ioo_mem_nhdsGT (lt_add_one b))).exists
  rw [div_lt_iff₀ hg] at hx
  have hxy : x < ε + g * shift a b x := by linarith [hxb.2]
  have hy := mul_lt_mul_of_pos_left (hanti hxb.1 (hxb.1.trans hxy) hxy) hg
  have hc : ContinuousOn (fun e => e - ε - g * shift a b e) (Icc x (ε + g * shift a b x)) := by
    intro e he
    have h2 : 0 < e - b := by linarith [he.1, hxb.1]
    have h1 : 0 < e - a := by linarith
    have h3 : ContinuousAt (fun e : ℝ => |e - a| / |e - b|) e :=
      ContinuousAt.div (f := fun e : ℝ => |e - a|) (g := fun e : ℝ => |e - b|)
        (by fun_prop) (by fun_prop) (abs_pos.2 h2.ne').ne'
    have h4 : ContinuousAt (shift a b) e :=
      h3.log (div_pos (abs_pos.2 h1.ne') (abs_pos.2 h2.ne')).ne'
    exact ((continuousAt_id.sub continuousAt_const).sub
      (continuousAt_const.mul h4)).continuousWithinAt
  obtain ⟨e, he, h0⟩ := intermediate_value_Icc hxy.le hc
    (⟨by linarith, by linarith⟩ : (0 : ℝ) ∈ Icc (x - ε - g * shift a b x)
      (ε + g * shift a b x - ε - g * shift a b (ε + g * shift a b x)))
  have h0' : e - ε - g * shift a b e = 0 := h0
  have heb : b < e := hxb.1.trans_le he.1
  refine ⟨e, ⟨heb, by linarith⟩, ?_⟩
  rintro z ⟨hz, hz'⟩
  rcases lt_trichotomy z e with h | h | h
  · linarith [mul_lt_mul_of_pos_left (hanti hz heb h) hg]
  · exact h
  · linarith [mul_lt_mul_of_pos_left (hanti heb hz h) hg]

end

end RectangularBand
```

```lean
#print axioms RectangularBand.rectangular_band
-- 'RectangularBand.rectangular_band' depends on axioms: [propext, Classical.choice, Quot.sound]
#print axioms RectangularBand.unique_root_above_band
-- 'RectangularBand.unique_root_above_band' depends on axioms: [propext, Classical.choice, Quot.sound]
```

## Notes on the proof

`integral_outside` is the first formula of the derivation. `hne` keeps \(e-t\) nonzero on the interval, and `hd` gives the derivative of `-Real.log (e - t)`, which is \(-\ln|e-t|\) because Mathlib's real logarithm of a negative number is that of its absolute value (`Real.log_abs`). `intervalIntegral.integral_eq_sub_of_hasDerivAt` is the fundamental theorem of calculus. Only `a ≤ b` is required, so the lemma also covers the one-point interval that arises when \(\delta\) equals the distance to an edge.

`integral_excised` splits on whether \(e\) is in the band. Inside, `hs` identifies the set with the union of the two intervals, `integral_outside` is applied to each, `setIntegral_union` adds them, and the closing `ring` cancels the \(\ln\delta\) terms. Outside, `hs` identifies the set with the whole band. `hasPV_shift` applies this for all \(\delta\) below `min |e - a| |e - b|`, where the integral is constant.

`shift_neg_iff` reduces to the comparison of squares by `sq_lt_sq` and supplies `nlinarith` with the sign of the factored difference. In `shift_monotonicity` each case resolves the absolute values, cross-multiplies by `div_lt_div_iff₀`, and uses the positivity of \((b-a)(y-x)\). `shift_tendsto_upper_edge` writes the ratio as \(|e-a|\cdot|e-b|^{-1}\), with `h1` and `h2` the limits of numerator and denominator, and composes with the logarithm.

In `rectangular_band`, `key` equates \(L\) with `shift` off the edges by uniqueness of limits, `tendsto_nhds_unique`, and each property is carried over; for the divergence, \(e\) is restricted to a neighbourhood of \(b\) that avoids \(a\). In `unique_root_above_band`, `hxy` is \(x<y\), `hy` is \(gL(y)<gL(x)\), `hc` is the continuity of \(F\) on \([x,y]\), and `intermediate_value_Icc` yields the root. The final trichotomy excludes a second root on either side of it.
